# With a positive definite interaction, Hartree minimizers on a convex set of Hermitian matrices share one site density, invariant under the symmetries of the problem

A self-consistent Hartree calculation on a ring of equivalent sites sometimes ends with charge alternating from site to site. Is this a charge-density wave that lowers the mean-field energy, or has the calculation missed the minimum? For a positive definite interaction and a convex, symmetric set of admissible density matrices, no minimizer can have such a density.

## Energy and admissible states

The sites form a finite set $n$. A one-particle density matrix $D$ has entries $D_{ij}=\langle c_j^\dagger c_i\rangle$, where $c_i$ removes a particle from site $i$.

In Lean 4 with Mathlib:

```lean
import Mathlib

open Matrix

namespace HartreeSymmetry

noncomputable section

variable {n : Type*} [Fintype n]
```

The site density is the real diagonal, $d_i=\mathrm{Re}\,D_{ii}$.

```lean
/-- The site density: the real part of the diagonal of a density matrix. -/
def density {n : Type*} (D : Matrix n n ℂ) : n → ℝ := fun i => (D i i).re
```

With a one-body matrix $h$ and a real interaction matrix $W$, the Hartree energy is
$$E(D)=\mathrm{Re}\,\mathrm{tr}(hD)+\tfrac12\,d^TWd .$$
There is no exchange term.

```lean
/-- The Hartree energy `Re tr(hD) + (1/2) dᵀ W d`, with `d` the site density of `D`. -/
def energy (h : Matrix n n ℂ) (W : Matrix n n ℝ) (D : Matrix n n ℂ) : ℝ :=
  (h * D).trace.re + 1 / 2 * (density D ⬝ᵥ W *ᵥ density D)
```

The admissible matrices form a set $S$. The name `IsGroundState` means a global minimizer of $E$ on $S$, not a many-body ground state. Existence of a minimizer is not claimed.

```lean
/-- `D` minimizes the Hartree energy on the admissible set `S`. -/
def IsGroundState (h : Matrix n n ℂ) (W : Matrix n n ℝ) (S : Set (Matrix n n ℂ))
    (D : Matrix n n ℂ) : Prop :=
  D ∈ S ∧ ∀ Q ∈ S, energy h W D ≤ energy h W Q
```

A site symmetry is a permutation $\sigma$ with factors $u_i$, acting as
$$(TD)_{ij}=u_i\,D_{\sigma(i)\sigma(j)}\,u_j^* .$$
When $|u_i|=1$, this is conjugation by a unitary matrix. The phases accommodate gauge transformations and magnetic translations.

```lean
/-- The transform of a matrix under a permutation `σ` of the sites combined with
site-dependent factors `u`. -/
def siteMap {n : Type*} (σ : Equiv.Perm n) (u : n → ℂ) (D : Matrix n n ℂ) : Matrix n n ℂ :=
  Matrix.of fun i j => u i * D (σ i) (σ j) * star (u j)
```

## The energy of an equal mixture

Let $D$ and $Q$ have densities $d$ and $q$. Their equal mixture has density $(d+q)/2$, and its one-body energy is the mean of the two. For the interaction, expanding the products gives
$$\tfrac18(d+q)^TW(d+q)=\tfrac14\left(d^TWd+q^TWq\right)-\tfrac18(d-q)^TW(d-q),$$
and therefore
$$E\!\left(\tfrac{D+Q}{2}\right)=\tfrac12\left(E(D)+E(Q)\right)-\tfrac18(d-q)^TW(d-q).$$
The cross terms cancel without $W$ being symmetric. In the proof, `hd` and `ht` are the two linearity statements, and `ring` finishes the expansion.

```lean
/-- The energy of an equal mixture is the mean energy minus one eighth of the interaction
form evaluated on the density difference. -/
theorem energy_midpoint (h : Matrix n n ℂ) (W : Matrix n n ℝ) (D Q : Matrix n n ℂ) :
    energy h W ((1 / 2 : ℝ) • D + (1 / 2 : ℝ) • Q) =
      (energy h W D + energy h W Q) / 2 -
        1 / 8 * ((density D - density Q) ⬝ᵥ W *ᵥ (density D - density Q)) := by
  have hd : density ((1 / 2 : ℝ) • D + (1 / 2 : ℝ) • Q) =
      (1 / 2 : ℝ) • density D + (1 / 2 : ℝ) • density Q := by
    ext i
    simp [density]
  have ht : (h * ((1 / 2 : ℝ) • D + (1 / 2 : ℝ) • Q)).trace.re =
      1 / 2 * (h * D).trace.re + 1 / 2 * (h * Q).trace.re := by
    simp only [Matrix.mul_add, Matrix.mul_smul, Matrix.trace_add, Matrix.trace_smul,
      Complex.add_re, Complex.smul_re, smul_eq_mul]
  unfold energy
  rw [hd, ht]
  simp only [Matrix.mulVec_add, Matrix.mulVec_sub, Matrix.mulVec_smul, add_dotProduct,
    dotProduct_add, sub_dotProduct, dotProduct_sub, smul_dotProduct, dotProduct_smul,
    smul_eq_mul]
  ring
```

## Two minimizers have the same diagonal

Three hypotheses now enter: $S$ is convex (`hS`), its members are Hermitian (`hH`), and $x^TWx>0$ for every real $x\neq0$ (`hW`). The last says that every nonzero density change has a positive interaction energy. For a symmetric $W$ this holds, for instance, when the on-site repulsion at each site exceeds the sum of the magnitudes of that site's couplings to all other sites; being larger than each coupling separately is not enough in general.

If $D$ and $Q$ are minimizers, then $E(D)=E(Q)$ and their mixture lies in $S$. Were $d\neq q$, the mixture would have lower energy than both, which is impossible. Hence $d=q$, and since Hermitian matrices have real diagonals, $D_{ii}=Q_{ii}$ as complex numbers. The contradiction is found by `linarith` from the positivity of $W$, the midpoint identity and the two minimum conditions.

```lean
/-- On a convex set of Hermitian matrices, with a positive definite interaction, all
minimizers of the Hartree energy have the same diagonal. -/
theorem density_unique {h : Matrix n n ℂ} {W : Matrix n n ℝ} {S : Set (Matrix n n ℂ)}
    (hS : Convex ℝ S) (hH : ∀ D ∈ S, D.IsHermitian)
    (hW : ∀ x : n → ℝ, x ≠ 0 → 0 < x ⬝ᵥ W *ᵥ x) {D Q : Matrix n n ℂ}
    (hD : IsGroundState h W S D) (hQ : IsGroundState h W S Q) (i : n) :
    D i i = Q i i := by
  have hM : (1 / 2 : ℝ) • D + (1 / 2 : ℝ) • Q ∈ S :=
    hS hD.1 hQ.1 (by norm_num) (by norm_num) (by norm_num)
  -- a density difference would make the mixture lower than both minimizers
  have hdiff : density D - density Q = 0 := by
    by_contra hne
    have h1 := hW _ hne
    have h2 := hD.2 _ hM
    have h3 := hQ.2 _ hM
    rw [energy_midpoint] at h2 h3
    linarith
  have hre : (D i i).re = (Q i i).re := congrFun (sub_eq_zero.1 hdiff) i
  -- diagonal entries of Hermitian matrices are real
  have him : ∀ A ∈ S, (A i i).im = 0 := fun A hA =>
    Complex.conj_eq_iff_im.1 ((hH A hA).apply i i)
  exact Complex.ext hre ((him D hD.1).trans (him Q hQ.1).symm)
```

## Symmetries map minimizers to minimizers

On the diagonal the phases cancel:
$$(TD)_{ii}=|u_i|^2D_{\sigma(i)\sigma(i)}=D_{\sigma(i)\sigma(i)} .$$

```lean
/-- Phases of modulus one drop out of the diagonal, which is merely permuted. -/
theorem siteMap_diag {n : Type*} (σ : Equiv.Perm n) {u : n → ℂ} (hu : ∀ i, ‖u i‖ = 1)
    (D : Matrix n n ℂ) (i : n) : siteMap σ u D i i = D (σ i) (σ i) := by
  have p : star (u i) * u i = 1 := by
    rw [Complex.star_def, Complex.conj_mul', hu i]
    simp
  show u i * D (σ i) (σ i) * star (u i) = D (σ i) (σ i)
  linear_combination D (σ i) (σ i) * p
```

Transforming $h$ and $D$ together leaves the one-body energy unchanged, because
$$\sum_{ij}u_ih_{\sigma(i)\sigma(j)}u_j^*\,u_jD_{\sigma(j)\sigma(i)}u_i^*=\sum_{ij}h_{\sigma(i)\sigma(j)}D_{\sigma(j)\sigma(i)}=\mathrm{tr}(hD).$$
If $W_{\sigma(i)\sigma(j)}=W_{ij}$, written `W.submatrix σ σ = W`, the same relabelling gives
$$\sum_{ij}d_{\sigma(i)}W_{ij}d_{\sigma(j)}=d^TWd .$$
Each relabelling of a sum is a use of `Equiv.sum_comp`.

```lean
/-- If the permutation preserves the interaction and the phases have modulus one, the energy
is unchanged when `h` and `D` are transformed together. -/
theorem energy_siteMap (σ : Equiv.Perm n) {u : n → ℂ} (hu : ∀ i, ‖u i‖ = 1)
    (h : Matrix n n ℂ) {W : Matrix n n ℝ} (hW : W.submatrix σ σ = W) (D : Matrix n n ℂ) :
    energy (siteMap σ u h) W (siteMap σ u D) = energy h W D := by
  have p : ∀ i, star (u i) * u i = 1 := fun i => by
    rw [Complex.star_def, Complex.conj_mul', hu i]
    simp
  have hd : density (siteMap σ u D) = fun i => density D (σ i) := by
    funext i
    exact congrArg Complex.re (siteMap_diag σ hu D i)
  have ht : (siteMap σ u h * siteMap σ u D).trace = (h * D).trace := by
    simp only [Matrix.trace, Matrix.diag_apply, Matrix.mul_apply]
    refine Eq.trans (Finset.sum_congr rfl fun i _ => ?_)
      (Equiv.sum_comp σ (fun i => ∑ j, h i j * D j i))
    refine Eq.trans (Finset.sum_congr rfl fun j _ => ?_)
      (Equiv.sum_comp σ (fun j => h (σ i) j * D j (σ i)))
    show u i * h (σ i) (σ j) * star (u j) * (u j * D (σ j) (σ i) * star (u i)) =
      h (σ i) (σ j) * D (σ j) (σ i)
    linear_combination h (σ i) (σ j) * D (σ j) (σ i) * (star (u j) * u j) * p i +
      h (σ i) (σ j) * D (σ j) (σ i) * p j
  have hq : (fun i => density D (σ i)) ⬝ᵥ W *ᵥ (fun i => density D (σ i)) =
      density D ⬝ᵥ W *ᵥ density D := by
    simp only [dotProduct, Matrix.mulVec]
    refine Eq.trans (Finset.sum_congr rfl fun i _ => ?_)
      (Equiv.sum_comp σ (fun i => density D i * ∑ j, W i j * density D j))
    congr 1
    refine Eq.trans (Finset.sum_congr rfl fun j _ => ?_)
      (Equiv.sum_comp σ (fun j => W (σ i) j * density D j))
    exact congrArg (fun w => w * density D (σ j)) (congrFun (congrFun hW i) j).symm
  unfold energy
  rw [ht, hd, hq]
```

Suppose also that $Th=h$ and that $T$ maps $S$ into itself. Then $E(TD)=E(D)$, so $TD$ is a minimizer whenever $D$ is. Uniqueness of the diagonal gives
$$D_{\sigma(i)\sigma(i)}=(TD)_{ii}=D_{ii}.$$

```lean
/-- Hartree densities cannot break a unitary site symmetry: for a positive definite interaction
and a convex set of Hermitian matrices, a permutation with phases that preserves `h`, `W` and
the set leaves the diagonal of every minimizer invariant. -/
theorem density_invariant {h : Matrix n n ℂ} {W : Matrix n n ℝ} {S : Set (Matrix n n ℂ)}
    (hS : Convex ℝ S) (hH : ∀ D ∈ S, D.IsHermitian)
    (hW : ∀ x : n → ℝ, x ≠ 0 → 0 < x ⬝ᵥ W *ᵥ x)
    (σ : Equiv.Perm n) {u : n → ℂ} (hu : ∀ i, ‖u i‖ = 1)
    (hh : siteMap σ u h = h) (hWσ : W.submatrix σ σ = W)
    (hSσ : ∀ D ∈ S, siteMap σ u D ∈ S) {D : Matrix n n ℂ}
    (hD : IsGroundState h W S D) (i : n) : D (σ i) (σ i) = D i i := by
  have e := energy_siteMap σ hu h hWσ D
  rw [hh] at e
  -- the transformed minimizer is again a minimizer
  have hT : IsGroundState h W S (siteMap σ u D) :=
    ⟨hSσ D hD.1, fun Q hQ => e.le.trans (hD.2 Q hQ)⟩
  rw [← siteMap_diag σ hu D i]
  exact density_unique hS hH hW hT hD i
```

The conclusion concerns the diagonal only; bond orders and currents, which sit in the off-diagonal entries, may still differ between minimizers.

## Antiunitary symmetries

In a magnetic field a reflection may be a symmetry only when combined with time reversal. For spinless particles the combined operation is $D\mapsto T(D^*)$, with entrywise conjugation, `D.map star`. Now the requirements are $T(h^*)=h$, invariance of $W$ under $\sigma$, and $T(D^*)\in S$ for every $D\in S$.

Conjugation replaces $\mathrm{tr}(hD)$ by its complex conjugate and leaves the density alone, so the real energy is unchanged; this is `hc`. As before, $T(D^*)$ is a minimizer, which gives $D_{\sigma(i)\sigma(i)}^*=D_{ii}$. Hermiticity removes the conjugate.

```lean
/-- For a positive definite interaction and a convex set of Hermitian matrices, an antiunitary site
symmetry (complex conjugation followed by a permutation with phases) that preserves `h`, `W` and the
set leaves the diagonal of every minimizer invariant. -/
theorem density_invariant_antiunitary {h : Matrix n n ℂ} {W : Matrix n n ℝ}
    {S : Set (Matrix n n ℂ)} (hS : Convex ℝ S) (hH : ∀ D ∈ S, D.IsHermitian)
    (hW : ∀ x : n → ℝ, x ≠ 0 → 0 < x ⬝ᵥ W *ᵥ x)
    (σ : Equiv.Perm n) {u : n → ℂ} (hu : ∀ i, ‖u i‖ = 1)
    (hh : siteMap σ u (h.map star) = h) (hWσ : W.submatrix σ σ = W)
    (hSσ : ∀ D ∈ S, siteMap σ u (D.map star) ∈ S) {D : Matrix n n ℂ}
    (hD : IsGroundState h W S D) (i : n) : D (σ i) (σ i) = D i i := by
  -- complex conjugation of both matrices preserves the energy
  have hc : energy (h.map star) W (D.map star) = energy h W D := by
    have hd : density (D.map star) = density D := by
      ext i
      simp [density]
    have ht : (h.map star * D.map star).trace.re = (h * D).trace.re := by
      simp [Matrix.trace, Matrix.mul_apply]
    unfold energy
    rw [hd, ht]
  have e := energy_siteMap σ hu (h.map star) hWσ (D.map star)
  rw [hh, hc] at e
  have hT : IsGroundState h W S (siteMap σ u (D.map star)) :=
    ⟨hSσ D hD.1, fun Q hQ => e.le.trans (hD.2 Q hQ)⟩
  have key := density_unique hS hH hW hT hD i
  rw [siteMap_diag σ hu, Matrix.map_apply, (hH D hD.1).apply] at key
  exact key
```

## Equivalent sites carry equal charge

Suppose that for any sites $i,j$ some phase-free permutation with $\sigma(i)=j$ preserves $h$, $W$ and $S$. Then $D_{jj}=D_{ii}$ for every $j$, and summing over $j$ gives, with $|n|$ the number of sites,
$$|n|\,D_{ii}=\mathrm{tr}\,D .$$
The proof treats a plain permutation as a site map with $u_i=1$ and then carries out this sum.

```lean
/-- If the site permutations preserving `h`, `W` and the convex set of Hermitian matrices connect
all sites, and `W` is positive definite, every minimizer has a uniform density: the trace
divided evenly over the sites. -/
theorem density_uniform {h : Matrix n n ℂ} {W : Matrix n n ℝ} {S : Set (Matrix n n ℂ)}
    (hS : Convex ℝ S) (hH : ∀ D ∈ S, D.IsHermitian)
    (hW : ∀ x : n → ℝ, x ≠ 0 → 0 < x ⬝ᵥ W *ᵥ x)
    (hsym : ∀ i j, ∃ σ : Equiv.Perm n, σ i = j ∧ h.submatrix σ σ = h ∧
      W.submatrix σ σ = W ∧ ∀ D ∈ S, D.submatrix σ σ ∈ S)
    {D : Matrix n n ℂ} (hD : IsGroundState h W S D) (i : n) :
    (Fintype.card n : ℂ) * D i i = D.trace := by
  have hall : ∀ j, D j j = D i i := by
    intro j
    obtain ⟨σ, hij, hh, hWσ, hSσ⟩ := hsym i j
    -- a plain permutation is a site map with trivial phases
    have hs : ∀ A : Matrix n n ℂ, siteMap σ (fun _ => 1) A = A.submatrix σ σ := by
      intro A
      ext a b
      simp [siteMap]
    have key := density_invariant hS hH hW σ (u := fun _ => 1) (fun _ => by simp)
      ((hs h).trans hh) hWσ (fun A hA => by rw [hs]; exact hSσ A hA) hD i
    rwa [hij] at key
  calc (Fintype.card n : ℂ) * D i i = ∑ _j : n, D i i := by simp
    _ = ∑ j, D j j := Finset.sum_congr rfl fun j _ => (hall j).symm
    _ = D.trace := rfl
```

In a Hartree calculation without exchange and with fractional occupations allowed, an alternating density on such a ring is therefore not a global minimum when $W$ is positive definite. The theorem does not directly cover calculations restricted to single determinants: their density matrices are projectors, and a mixture of two different projectors is not a projector, so convexity generally fails.

## The dimer, repulsive and attractive

Two sites are the fewest on which a density can break a permutation symmetry. The set below fixes one particle and requires nonnegative site densities. It does not require positive semidefinite matrices, so it is larger than the set of physical density matrices.

```lean
/-- Hermitian matrices on two sites with nonnegative site densities that add up to one. -/
def dimerStates : Set (Matrix (Fin 2) (Fin 2) ℂ) :=
  {D | D.IsHermitian ∧ 0 ≤ density D 0 ∧ 0 ≤ density D 1 ∧ density D 0 + density D 1 = 1}
```

Take $h=0$ and $W=w\,\mathbf 1$, with $w$ a real number and $\mathbf 1$ the identity matrix. Writing the densities as $(1\pm\delta)/2$ with $-1\le\delta\le1$ gives
$$E=\frac{w}{4}(1+\delta^2).$$
With a single particle this energy is entirely self-interaction, which the Hartree functional retains because it has no exchange term; the dimer illustrates the functional, not a real one-particle system. For $w=1$ the minimum is at $\delta=0$, the evenly shared particle. The next theorem confirms this minimizer, together with convexity, exchange invariance of the set and positivity of $W$. Its energy comparison rests on $(q_0-q_1)^2\ge0$, where $q_0,q_1$ are the densities of a competing state.

```lean
/-- The two-site set is convex and invariant under site exchange, the on-site repulsion `W = 1`
is positive definite, and for `h = 0` the evenly shared particle is a minimizer. -/
theorem repulsive_dimer_witness :
    Convex ℝ dimerStates ∧
    (∀ D ∈ dimerStates, D.submatrix (Equiv.swap 0 1) (Equiv.swap 0 1) ∈ dimerStates) ∧
    (∀ x : Fin 2 → ℝ, x ≠ 0 → 0 < x ⬝ᵥ (1 : Matrix (Fin 2) (Fin 2) ℝ) *ᵥ x) ∧
    IsGroundState 0 1 dimerStates (Matrix.diagonal fun _ => ((1 / 2 : ℝ) : ℂ)) := by
  refine ⟨?_, ?_, ?_, ?_, ?_⟩
  · rintro D ⟨hD, hD0, hD1, hDs⟩ Q ⟨hQ, hQ0, hQ1, hQs⟩ a b ha hb hab
    have hd : ∀ i, density (a • D + b • Q) i = a * density D i + b * density Q i := by
      intro i
      simp [density]
    refine ⟨?_, ?_, ?_, ?_⟩
    · show (a • D + b • Q)ᴴ = a • D + b • Q
      rw [Matrix.conjTranspose_add, Matrix.conjTranspose_smul, Matrix.conjTranspose_smul,
        hD.eq, hQ.eq, star_trivial, star_trivial]
    · rw [hd]; positivity
    · rw [hd]; positivity
    · rw [hd, hd]
      linear_combination a * hDs + b * hQs + hab
  · rintro D ⟨hD, hD0, hD1, hDs⟩
    have e0 : density (D.submatrix (Equiv.swap 0 1) (Equiv.swap 0 1)) 0 = density D 1 := by
      simp [density]
    have e1 : density (D.submatrix (Equiv.swap 0 1) (Equiv.swap 0 1)) 1 = density D 0 := by
      simp [density]
    exact ⟨hD.submatrix _, by rw [e0]; exact hD1, by rw [e1]; exact hD0,
      by rw [e0, e1]; linarith⟩
  · intro x hx
    rw [Matrix.one_mulVec]
    exact lt_of_le_of_ne (Finset.sum_nonneg fun i _ => mul_self_nonneg _)
      (fun h0 => hx (dotProduct_self_eq_zero.1 h0.symm))
  · refine ⟨Matrix.IsHermitian.ext fun i j => ?_, ?_, ?_, ?_⟩
    · fin_cases i <;> fin_cases j <;> simp
    all_goals
      simp only [density, Matrix.diagonal_apply_eq, Complex.ofReal_re]
      norm_num
  · rintro Q ⟨-, -, -, hs⟩
    have hE : ∀ A : Matrix (Fin 2) (Fin 2) ℂ,
        energy 0 1 A = 1 / 2 * (density A 0 * density A 0 + density A 1 * density A 1) := by
      intro A
      simp [energy, dotProduct, Fin.sum_univ_two]
    have hd : ∀ i : Fin 2,
        density (Matrix.diagonal fun _ : Fin 2 => ((1 / 2 : ℝ) : ℂ)) i = 1 / 2 := by
      intro i
      simp only [density, Matrix.diagonal_apply_eq, Complex.ofReal_re]
    rw [hE, hE, hd, hd]
    nlinarith [sq_nonneg (density Q 0 - density Q 1)]
```

For $w=-1$ the minimum moves to $\delta=\pm1$. The particle localizes on one site, although $h$, $W$ and the set are all invariant under exchange. The check uses $q_0^2+q_1^2=1-2q_0q_1\le1$.

```lean
/-- With the attractive interaction `W = -1` and `h = 0` on the same two-site set, the particle
localized on one site is a minimizer, and its two site densities differ. -/
theorem attractive_dimer_breaks_symmetry :
    IsGroundState 0 (-1) dimerStates (Matrix.diagonal ![1, 0]) ∧
    density (Matrix.diagonal ![(1 : ℂ), 0]) 0 ≠ density (Matrix.diagonal ![(1 : ℂ), 0]) 1 := by
  have d0 : density (Matrix.diagonal ![(1 : ℂ), 0]) 0 = 1 := by simp [density]
  have d1 : density (Matrix.diagonal ![(1 : ℂ), 0]) 1 = 0 := by simp [density]
  have hE : ∀ A : Matrix (Fin 2) (Fin 2) ℂ,
      energy 0 (-1) A = -(1 / 2 * (density A 0 * density A 0 + density A 1 * density A 1)) := by
    intro A
    simp only [energy, Matrix.neg_mulVec, Matrix.one_mulVec, Matrix.zero_mul,
      Matrix.trace_zero, Complex.zero_re, dotProduct, Fin.sum_univ_two, Pi.neg_apply]
    ring
  refine ⟨⟨⟨Matrix.IsHermitian.ext fun i j => ?_, ?_, ?_, ?_⟩, ?_⟩, ?_⟩
  · fin_cases i <;> fin_cases j <;> simp
  · rw [d0]; norm_num
  · rw [d1]
  · rw [d0, d1]; norm_num
  · rintro Q ⟨-, h0, h1, hs⟩
    rw [hE, hE, d0, d1]
    -- the squares of two nonnegative densities adding to one sum to at most one
    nlinarith [mul_nonneg h0 h1]
  · rw [d0, d1]; norm_num

end

end HartreeSymmetry
```

In the limit $w=0$ between these cases, the formula makes the energy independent of $\delta$, so every allowed density minimizes it. Positive semidefiniteness of $W$ would thus be too weak a hypothesis for uniqueness.

```lean
#print axioms HartreeSymmetry.density_invariant
#print axioms HartreeSymmetry.density_invariant_antiunitary
#print axioms HartreeSymmetry.density_uniform
#print axioms HartreeSymmetry.attractive_dimer_breaks_symmetry
```

```
'HartreeSymmetry.density_invariant' depends on axioms: [propext, Classical.choice, Quot.sound]
'HartreeSymmetry.density_invariant_antiunitary' depends on axioms: [propext, Classical.choice, Quot.sound]
'HartreeSymmetry.density_uniform' depends on axioms: [propext, Classical.choice, Quot.sound]
'HartreeSymmetry.attractive_dimer_breaks_symmetry' depends on axioms: [propext, Classical.choice, Quot.sound]
```
